# Busch's criterion: two unbiased spin observables of a qubit are jointly measurable exactly when $\|a+b\|+\|a-b\|\le 2$

Suppose the statistics of two noisy spin measurements on a qubit are to be read off from a single measurement with four outcomes. Before searching for such a measurement, one computes two norms, adds them and compares the sum with 2. The vectors $a,b\in\mathbb R^3$ give the direction and sharpness of the two measurements, whose effects are

$$A_s=\tfrac12(1+s\,a\cdot\sigma),\qquad B_t=\tfrac12(1+t\,b\cdot\sigma),\qquad s,t=\pm1,$$

with $\sigma$ the three Pauli matrices. A joint observable consists of four positive semidefinite matrices $G_{st}$ with $\sum_t G_{st}=A_s$ and $\sum_s G_{st}=B_t$. It exists if and only if

$$\|a+b\|+\|a-b\|\le 2 .$$

For a single qubit and two-outcome observables of this unbiased form, the inequality states exactly how much noise makes incompatible spin components measurable together.

## Derivation from Bloch vectors

**Positivity.** Write a Hermitian $2\times2$ matrix as $G=\frac12(w+g\cdot\sigma)$, with weight $w=\operatorname{tr}G$ and Bloch vector $g$. Both are additive in $G$. If $G\ge0$, then $w\ge0$ and $4\det G=w^2-\|g\|^2\ge0$, so $\|g\|\le w$. Conversely, let $\|g\|\le w$. For $x\in\mathbb C^2$ put $N=x^\dagger x$ and $n=x^\dagger\sigma x$, a real vector with $\|n\|=N$. By Cauchy–Schwarz,

$$x^\dagger Gx=\tfrac12(wN+g\cdot n)\ge\tfrac12(w-\|g\|)N\ge0 .$$

Hence $G\ge0$ if and only if $\|g\|\le w$.

**Necessity.** Let $G_{st}$ have weight $w_{st}$ and Bloch vector $g_{st}$. The marginals give

$$g_{++}+g_{+-}=a,\qquad g_{++}+g_{-+}=b,\qquad g_{+-}+g_{--}=-b .$$

Subtracting the third equation from the first, and the second from the first, yields

$$a+b=g_{++}-g_{--},\qquad a-b=g_{+-}-g_{-+}.$$

Each marginal $A_s$ has weight 1, so the four weights add up to 2. The triangle inequality and positivity then give

$$\|a+b\|+\|a-b\|\le\sum_{s,t}\|g_{st}\|\le\sum_{s,t}w_{st}=2 .$$

**Sufficiency.** Take $g_{st}=\frac12(s a+t b)$, with $w_{st}=\frac12\|a+b\|$ for $s=t$ and $w_{st}=1-\frac12\|a+b\|$ for $s\ne t$. Summing over $t$ gives weight 1 and Bloch vector $s a$; summing over $s$ gives weight 1 and $t b$. For equal outcomes $\|g_{st}\|=w_{st}$. For unequal outcomes positivity requires $\frac12\|a-b\|\le1-\frac12\|a+b\|$, which is the assumed inequality.

**A form without square roots.** Let $\|a\|,\|b\|\le1$, and set $x=\|a+b\|$, $y=\|a-b\|$. Then $\|a\|^2+\|b\|^2=\frac12(x^2+y^2)$ and $a\cdot b=\frac14(x^2-y^2)$, so

$$16\bigl(1+(a\cdot b)^2-\|a\|^2-\|b\|^2\bigr)=\bigl(4-(x+y)^2\bigr)\bigl(4-(x-y)^2\bigr).$$

If $x+y\le2$, both factors are nonnegative, because $|x-y|\le x+y$. If $x+y>2$, the first factor is negative. Since $(x+y)^2+(x-y)^2=2(x^2+y^2)\le8$, the second is then positive, and the product is negative. The criterion is therefore equivalent to $\|a\|^2+\|b\|^2\le1+(a\cdot b)^2$.

**A sharp partner.** Let $\|a\|=1$ and suppose the criterion holds. From $2b=(a+b)-(a-b)$ we get $\|b\|\le1$, and the root-free form reduces to $\|b\|^2\le(a\cdot b)^2$. Consequently

$$\|b-(a\cdot b)a\|^2=\|b\|^2-(a\cdot b)^2\le0,$$

so $b=r a$ with $r=a\cdot b$ and $|r|\le1$. Conversely, for such $b$ the two norms are $1+r$ and $1-r$, with sum 2.

## Operators, outcomes and joint observables in Lean

The scope `ComplexOrder` supplies the order on $\mathbb C$ in which $0\le z$ means that $z$ is real and nonnegative.

```lean
import Mathlib

open Matrix
open scoped ComplexOrder

namespace BuschCriterion

noncomputable section
```

Bloch vectors carry the Euclidean norm, and their components 0, 1, 2 are $x,y,z$.

```lean
/-- Real three-dimensional vectors with the Euclidean norm. -/
abbrev Vec := EuclideanSpace ℝ (Fin 3)

/-- Operators on the state space of a single qubit. -/
abbrev Qubit := Matrix (Fin 2) (Fin 2) ℂ
```

The Pauli matrices are written out in the basis that diagonalises $\sigma_z$, without a factor $\hbar/2$.

```lean
/-- The spin component `v · σ`, written with the three Pauli matrices. -/
def pauliDot (v : Vec) : Qubit :=
  v 0 • !![0, 1; 1, 0] + v 1 • !![0, -Complex.I; Complex.I, 0] + v 2 • !![1, 0; 0, -1]
```

In `spinOp c v` the number `c` is the trace and `v` is the Bloch vector. An effect of an unbiased observable has `c = 1`.

```lean
/-- The operator `(c + v · σ) / 2`. -/
def spinOp (c : ℝ) (v : Vec) : Qubit := (1 / 2 : ℝ) • (c • (1 : Qubit) + pauliDot v)
```

Outcomes are labelled by `Bool`, with `true` standing for $+1$.

```lean
/-- The two measurement outcomes `+1` and `-1`. -/
def outcome : Bool → ℝ
  | true => 1
  | false => -1
```

The next definition lists positivity and the two families of marginals. Normalisation, $\sum_{s,t}G_{st}=1$, follows from the marginals. `PosSemidef` includes Hermiticity.

```lean
/-- Four positive operators `G s t` whose marginals are the effects `(1 + s a · σ) / 2` and
`(1 + t b · σ) / 2`. -/
def IsJointObservable (a b : Vec) (G : Bool → Bool → Qubit) : Prop :=
  (∀ s t, (G s t).PosSemidef) ∧
  (∀ s, ∑ t, G s t = spinOp 1 (outcome s • a)) ∧
  (∀ t, ∑ s, G s t = spinOp 1 (outcome t • b))
```

Joint measurability is the existence of such a family. It concerns outcome statistics only, not the state after the measurement. No bound on $\|a\|$ or $\|b\|$ is imposed; if either exceeds 1, the corresponding marginals are not positive and no joint observable exists.

```lean
/-- The spin observables along `a` and `b` are jointly measurable: a joint observable exists. -/
def JointlyMeasurable (a b : Vec) : Prop := ∃ G, IsJointObservable a b G
```

## Weight and Bloch vector as linear coordinates

These two functions extract $w$ and $g$ from the matrix elements. They are defined for every complex matrix, and for a Hermitian one they are the coordinates used above.

```lean
/-- The real part of the trace of an operator. -/
def weight (G : Qubit) : ℝ := (G 0 0).re + (G 1 1).re

/-- The Bloch vector of an operator, read off from its matrix elements. -/
def bloch (G : Qubit) : Vec :=
  !₂[2 * (G 1 0).re, 2 * (G 1 0).im, (G 0 0).re - (G 1 1).re]
```

The explicit matrix of $\frac12(c+v\cdot\sigma)$ is checked entry by entry, real and imaginary parts separately.

```lean
/-- The matrix elements of `(c + v · σ) / 2`. -/
theorem spinOp_eq (c : ℝ) (v : Vec) : spinOp c v =
    !![⟨(c + v 2) / 2, 0⟩, ⟨v 0 / 2, -(v 1 / 2)⟩; ⟨v 0 / 2, v 1 / 2⟩, ⟨(c - v 2) / 2, 0⟩] := by
  ext i j
  fin_cases i <;> fin_cases j <;> apply Complex.ext <;> simp [spinOp, pauliDot] <;> ring
```

Adding two such operators adds their coordinates, which will give the marginals of the explicit construction.

```lean
lemma spinOp_add (c d : ℝ) (v w : Vec) :
    spinOp c v + spinOp d w = spinOp (c + d) (v + w) := by
  simp only [spinOp, pauliDot, PiLp.add_apply]
  module
```

The coordinates of `spinOp c v` are `c` and `v`, as intended.

```lean
lemma weight_spinOp (c : ℝ) (v : Vec) : weight (spinOp c v) = c := by
  rw [spinOp_eq]
  simp [weight]
  ring

lemma bloch_spinOp (c : ℝ) (v : Vec) : bloch (spinOp c v) = v := by
  rw [spinOp_eq]
  ext i
  fin_cases i <;> simp [bloch] <;> ring
```

Additivity for arbitrary matrices lets the marginal equations be turned into equations for weights and vectors.

```lean
lemma weight_add (G H : Qubit) : weight (G + H) = weight G + weight H := by
  simp only [weight, Matrix.add_apply, Complex.add_re]
  ring

lemma bloch_add (G H : Qubit) : bloch (G + H) = bloch G + bloch H := by
  ext i
  fin_cases i <;> simp [bloch] <;> ring
```

## Positivity as a bound on the Bloch vector

The first direction is the determinant argument. `h0` and `h1` say that the diagonal elements are real and nonnegative, `h01` is Hermiticity, and `hd` is $\det G\ge0$. The last line compares $\|g\|^2$ with $w^2$, and `abs_le_of_sq_le_sq'` removes the squares using $w\ge0$.

```lean
/-- The Bloch vector of a positive operator is no longer than its trace. -/
theorem norm_bloch_le {G : Qubit} (hG : G.PosSemidef) : ‖bloch G‖ ≤ weight G := by
  have h0 := Complex.nonneg_iff.1 (hG.diag_nonneg (i := 0))
  have h1 := Complex.nonneg_iff.1 (hG.diag_nonneg (i := 1))
  have h01 : star (G 1 0) = G 0 1 := hG.isHermitian.apply 0 1
  -- the determinant bounds the off-diagonal element
  have hd := (Complex.nonneg_iff.1 hG.det_nonneg).1
  rw [Matrix.det_fin_two, ← h01] at hd
  simp only [Complex.sub_re, Complex.mul_re, Complex.star_def, Complex.conj_re,
    Complex.conj_im, ← h0.2, ← h1.2] at hd
  have hn : ‖bloch G‖ ^ 2 = (2 * (G 1 0).re) ^ 2 + (2 * (G 1 0).im) ^ 2
      + ((G 0 0).re - (G 1 1).re) ^ 2 := by
    simp [bloch, EuclideanSpace.norm_sq_eq, Fin.sum_univ_three]
  refine (abs_le_of_sq_le_sq' ?_ (add_nonneg h0.1 h1.1)).2
  rw [hn]
  nlinarith [hd]
```

For the converse, `cs` is Cauchy–Schwarz in three real dimensions. The real numbers `p`, `p'`, `q`, `q'` are the real and imaginary parts of the two components of $x$. The identity `hN` is $\|n\|^2=N^2$, and `hfin` is the resulting bound $-cN\le v\cdot n$. The final two goals say that $x^\dagger Gx$ has a nonnegative real part and a vanishing imaginary part.

```lean
/-- The operator `(c + v · σ) / 2` is positive exactly when `‖v‖ ≤ c`. -/
theorem spinOp_posSemidef_iff (c : ℝ) (v : Vec) : (spinOp c v).PosSemidef ↔ ‖v‖ ≤ c := by
  constructor
  · intro h
    simpa only [bloch_spinOp, weight_spinOp] using norm_bloch_le h
  intro h
  have hc : 0 ≤ c := (norm_nonneg v).trans h
  have hv : v 0 ^ 2 + v 1 ^ 2 + v 2 ^ 2 ≤ c ^ 2 := by
    have hn : ‖v‖ ^ 2 = v 0 ^ 2 + v 1 ^ 2 + v 2 ^ 2 := by
      simp [EuclideanSpace.norm_sq_eq, Fin.sum_univ_three]
    rw [← hn]
    exact pow_le_pow_left₀ (norm_nonneg v) h 2
  have cs : ∀ x y z u w k : ℝ, (x * u + y * w + z * k) ^ 2 ≤
      (x ^ 2 + y ^ 2 + z ^ 2) * (u ^ 2 + w ^ 2 + k ^ 2) := by
    intro x y z u w k
    nlinarith [sq_nonneg (x * w - y * u), sq_nonneg (x * k - z * u), sq_nonneg (y * k - z * w)]
  rw [spinOp_eq]
  refine Matrix.PosSemidef.of_dotProduct_mulVec_nonneg
    (Matrix.IsHermitian.ext fun i j => ?_) (fun x => ?_)
  · fin_cases i <;> fin_cases j <;> apply Complex.ext <;> simp
  -- the expectation value is `(c N + v · n) / 2` with `|n| = N`
  obtain ⟨p, hp⟩ : ∃ p, p = (x 0).re := ⟨_, rfl⟩
  obtain ⟨p', hp'⟩ : ∃ p, p = (x 0).im := ⟨_, rfl⟩
  obtain ⟨q, hq⟩ : ∃ p, p = (x 1).re := ⟨_, rfl⟩
  obtain ⟨q', hq'⟩ : ∃ p, p = (x 1).im := ⟨_, rfl⟩
  have hb := cs (v 0) (v 1) (v 2) (2 * (p * q + p' * q')) (2 * (p * q' - p' * q))
    (p ^ 2 + p' ^ 2 - q ^ 2 - q' ^ 2)
  have hN : (2 * (p * q + p' * q')) ^ 2 + (2 * (p * q' - p' * q)) ^ 2
      + (p ^ 2 + p' ^ 2 - q ^ 2 - q' ^ 2) ^ 2 = (p ^ 2 + p' ^ 2 + q ^ 2 + q' ^ 2) ^ 2 := by ring
  rw [hN] at hb
  have hb' := hb.trans (mul_le_mul_of_nonneg_right hv (sq_nonneg _))
  rw [← mul_pow] at hb'
  have hfin := (abs_le_of_sq_le_sq' hb' (by positivity)).1
  rw [Complex.nonneg_iff]
  constructor
  · simp [Matrix.mulVec, dotProduct, Fin.sum_univ_two, ← hp, ← hp', ← hq, ← hq']
    nlinarith [hfin]
  · simp [Matrix.mulVec, dotProduct, Fin.sum_univ_two, ← hp, ← hp', ← hq, ← hq']
    ring
```

## The criterion

In the forward direction, `congrArg` applies `bloch` and `weight` to the marginal equations. The equations `e1` and `e2` are the two differences of Bloch vectors, `n1` and `n2` are the triangle inequalities, and `linarith` adds the four positivity bounds to the total weight 2.

In the reverse direction, `refine` supplies the explicit $G_{st}$. Its positivity is checked for the four pairs of outcomes; the hypothesis `h` is needed only for the two unequal pairs. The remaining goals are the marginals, each split by `congr 1` into an equation for weights and one for vectors.

```lean
/-- **Busch criterion.** The spin observables along `a` and `b` are jointly measurable if and
only if `‖a + b‖ + ‖a - b‖ ≤ 2`. -/
theorem busch_criterion (a b : Vec) : JointlyMeasurable a b ↔ ‖a + b‖ + ‖a - b‖ ≤ 2 := by
  constructor
  · rintro ⟨G, hG, hA, hB⟩
    simp only [Fintype.sum_bool] at hA hB
    have a1 := congrArg bloch (hA true)
    have b1 := congrArg bloch (hB true)
    have b2 := congrArg bloch (hB false)
    have w1 := congrArg weight (hA true)
    have w2 := congrArg weight (hA false)
    simp only [bloch_add, bloch_spinOp, weight_add, weight_spinOp, outcome] at a1 b1 b2 w1 w2
    -- the sum and difference involve only two Bloch vectors each
    have e1 : a + b = bloch (G true true) - bloch (G false false) := by
      linear_combination (norm := module) b2 - a1
    have e2 : a - b = bloch (G true false) - bloch (G false true) := by
      linear_combination (norm := module) b1 - a1
    have n1 := norm_sub_le (bloch (G true true)) (bloch (G false false))
    have n2 := norm_sub_le (bloch (G true false)) (bloch (G false true))
    rw [e1, e2]
    linarith [norm_bloch_le (hG true true), norm_bloch_le (hG true false),
      norm_bloch_le (hG false true), norm_bloch_le (hG false false)]
  · intro h
    have half : ∀ w : Vec, ‖(1 / 2 : ℝ) • w‖ = ‖w‖ / 2 := by
      intro w
      rw [norm_smul, Real.norm_of_nonneg (by norm_num)]
      ring
    -- explicit joint observable with Bloch vectors `(s a + t b) / 2`
    refine ⟨fun s t => spinOp (if s = t then ‖a + b‖ / 2 else 1 - ‖a + b‖ / 2)
      ((1 / 2 : ℝ) • (outcome s • a + outcome t • b)), fun s t => ?_, fun s => ?_, fun t => ?_⟩
    · rw [spinOp_posSemidef_iff]
      rcases s with _ | _ <;> rcases t with _ | _ <;> simp only [outcome]
      · rw [show (1 / 2 : ℝ) • ((-1 : ℝ) • a + (-1 : ℝ) • b) = -((1 / 2 : ℝ) • (a + b)) by module,
          norm_neg, half]
        simp
      · rw [show (1 / 2 : ℝ) • ((-1 : ℝ) • a + (1 : ℝ) • b) = -((1 / 2 : ℝ) • (a - b)) by module,
          norm_neg, half, if_neg (by decide)]
        linarith
      · rw [show (1 / 2 : ℝ) • ((1 : ℝ) • a + (-1 : ℝ) • b) = (1 / 2 : ℝ) • (a - b) by module,
          half, if_neg (by decide)]
        linarith
      · rw [show (1 / 2 : ℝ) • ((1 : ℝ) • a + (1 : ℝ) • b) = (1 / 2 : ℝ) • (a + b) by module, half]
        simp
    · rw [Fintype.sum_bool, spinOp_add]
      congr 1
      · cases s <;> simp
      · simp only [outcome]
        module
    · rw [Fintype.sum_bool, spinOp_add]
      congr 1
      · cases t <;> simp
      · simp only [outcome]
        module
```

The theorem covers two observables on one qubit, each with effects of trace 1. Biased effects, three or more observables and larger state spaces are not treated.

## Root-free form and sharp observables

The hypotheses `ha` and `hb` say that the operators $A_s$ and $B_t$ are positive, as effects must be. Without them the equivalence fails: for $a=b$ with $\|a\|=2$ the quadratic inequality reads $8\le17$, while the sum of norms is 4. In the proof, `generalize` replaces the two norms by `x` and `y`, `key` is the factorisation, and `f1` and `f2` give the signs of its factors in each direction.

```lean
/-- For `‖a‖ ≤ 1` and `‖b‖ ≤ 1`, joint measurability is equivalent to
`‖a‖² + ‖b‖² ≤ 1 + (a · b)²`. -/
theorem jointlyMeasurable_iff_sq {a b : Vec} (ha : ‖a‖ ≤ 1) (hb : ‖b‖ ≤ 1) :
    JointlyMeasurable a b ↔ ‖a‖ ^ 2 + ‖b‖ ^ 2 ≤ 1 + (inner ℝ a b) ^ 2 := by
  rw [busch_criterion]
  have hx := norm_add_sq_real a b
  have hy := norm_sub_sq_real a b
  have x0 := norm_nonneg (a + b)
  have y0 := norm_nonneg (a - b)
  have ha2 := pow_le_one₀ (n := 2) (norm_nonneg a) ha
  have hb2 := pow_le_one₀ (n := 2) (norm_nonneg b) hb
  have hS : ‖a‖ ^ 2 + ‖b‖ ^ 2 = (‖a + b‖ ^ 2 + ‖a - b‖ ^ 2) / 2 := by linarith
  have hp : inner ℝ a b = (‖a + b‖ ^ 2 - ‖a - b‖ ^ 2) / 4 := by linarith
  have hS2 : (‖a + b‖ ^ 2 + ‖a - b‖ ^ 2) / 2 ≤ 2 := by linarith
  rw [hS, hp]
  generalize ‖a + b‖ = x at *
  generalize ‖a - b‖ = y at *
  -- the difference of the two sides factorises
  have key : 16 * (1 + ((x ^ 2 - y ^ 2) / 4) ^ 2 - (x ^ 2 + y ^ 2) / 2)
      = (4 - (x + y) ^ 2) * (4 - (x - y) ^ 2) := by ring
  constructor
  · intro h
    have f1 : 0 ≤ 4 - (x + y) ^ 2 := by nlinarith
    have f2 : 0 ≤ 4 - (x - y) ^ 2 := by nlinarith [mul_nonneg x0 y0]
    linarith [mul_nonneg f1 f2]
  · intro h
    by_contra hlt
    have f1 : 0 < (x + y) ^ 2 - 4 := by nlinarith [not_le.1 hlt]
    have f2 : 0 < 4 - (x - y) ^ 2 := by nlinarith
    linarith [mul_pos f1 f2]
```

The last theorem takes one observable to be sharp, meaning that its effects are projections. Its partner must then be the same spin component, sharp for $|r|=1$ and noisy for $|r|<1$, with the outcomes exchanged if $r<0$ and purely random if $r=0$. The proof first obtains $\|b\|\le1$ from the criterion, then uses the root-free form to show in `h5` that the component of $b$ orthogonal to $a$ vanishes. The converse evaluates the two norms directly.

```lean
/-- A sharp spin observable, `‖a‖ = 1`, is jointly measurable with the one along `b` exactly
when `b = r a` for some `r` with `|r| ≤ 1`. -/
theorem sharp_jointlyMeasurable_iff {a b : Vec} (ha : ‖a‖ = 1) :
    JointlyMeasurable a b ↔ ∃ r : ℝ, |r| ≤ 1 ∧ b = r • a := by
  constructor
  · intro h
    have hb : ‖b‖ ≤ 1 := by
      have h1 := norm_sub_le (a + b) (a - b)
      rw [show a + b - (a - b) = (2 : ℝ) • b by module, norm_smul,
        Real.norm_of_nonneg (by norm_num)] at h1
      linarith [(busch_criterion a b).1 h]
    have h2 := (jointlyMeasurable_iff_sq ha.le hb).1 h
    refine ⟨inner ℝ a b, ?_, ?_⟩
    · have h3 := abs_real_inner_le_norm a b
      rw [ha, one_mul] at h3
      exact h3.trans hb
    · -- the component of `b` orthogonal to `a` vanishes
      have h4 := norm_sub_sq_real b ((inner ℝ a b : ℝ) • a)
      rw [inner_smul_right, real_inner_comm a b, norm_smul, ha, mul_one, Real.norm_eq_abs,
        sq_abs] at h4
      rw [ha] at h2
      have h5 : ‖b - (inner ℝ a b : ℝ) • a‖ ^ 2 = 0 := by
        apply le_antisymm _ (sq_nonneg _)

        nlinarith
      exact sub_eq_zero.1 (norm_eq_zero.1 (pow_eq_zero_iff (two_ne_zero) |>.1 h5))
  · rintro ⟨r, hr, rfl⟩
    obtain ⟨h1, h2⟩ := abs_le.1 hr
    rw [busch_criterion, show a + r • a = (1 + r) • a by module,
      show a - r • a = (1 - r) • a by module, norm_smul, norm_smul, ha,
      Real.norm_of_nonneg (by linarith), Real.norm_of_nonneg (by linarith)]
    linarith

end

end BuschCriterion
```

```lean
#print axioms BuschCriterion.busch_criterion
#print axioms BuschCriterion.sharp_jointlyMeasurable_iff
```

```
'BuschCriterion.busch_criterion' depends on axioms: [propext, Classical.choice, Quot.sound]
'BuschCriterion.sharp_jointlyMeasurable_iff' depends on axioms: [propext, Classical.choice, Quot.sound]
```
